# Tasaki's tuned sawtooth ring of N cells with apex coupling λ ≠ 0 has an N-dimensional zero-energy space spanned by localised states

On Tasaki's sawtooth ring with λ ≠ 0, the one-particle hopping matrix has no negative eigenvalues, and its zero-energy states are exactly the superpositions of N independent localised states. Each cell j has a base site A and an apex site B. With e(A,j) and e(B,j) for the states on single sites, I take

h = Σ_j b_j b_jᵀ, where b_j = e(A,j) + λ e(B,j) + e(A,j+1),

and the candidate zero modes are

a_j = λ e(A,j) − e(B,j) − e(B,j−1).

I can check that h annihilates each a_j. I would like to see a full proof, checked by machine, that they are independent and that nothing else lies in the kernel. Is the flat band also separated from the other levels?

## N zero modes, and no other level below λ²

Yes to both. For every N ≥ 1 and every real λ ≠ 0, h is positive semidefinite, the a_j form a basis of its kernel, and every nonzero eigenvalue is at least λ².

Let v be a real one-particle state with amplitudes v(A,j) and v(B,j), the cell index being taken modulo N. Its overlap with b_j is

s_j = b_j · v = v(A,j) + λ v(B,j) + v(A,j+1).

Since h v = Σ_j s_j b_j, the energy form is

v · h v = Σ_j s_j² ≥ 0.

The matrix h is symmetric because each b_j b_jᵀ is, so it is positive semidefinite. If h v = 0, the sum of squares vanishes and every s_j is zero. Conversely, if every s_j is zero, then h v = 0. The zero modes are therefore the solutions of

v(A,j) + λ v(B,j) + v(A,j+1) = 0 for all j.

Now take a superposition w = Σ_j c_j a_j. Only a_k has weight on (A,k), while both a_k and a_{k+1} have weight on (B,k). Hence

w(A,k) = λ c_k,

w(B,k) = −c_k − c_{k+1}.

If w = 0, the first line gives c_k = 0 for all k, because λ ≠ 0. So the a_j are linearly independent. Each superposition is a zero mode, since

λ c_k + λ(−c_k − c_{k+1}) + λ c_{k+1} = 0.

For the converse, let v be any zero mode and set c_j = v(A,j)/λ. Then w agrees with v on the A sites. On the B sites the zero-mode equation gives

v(B,k) = −(v(A,k) + v(A,k+1))/λ = −c_k − c_{k+1} = w(B,k).

So v = w, the a_j span the kernel, and its dimension is N.

For the gap, note that only b_k has weight on (B,k), so (h v)(B,k) = λ s_k. Dropping the A sites from the norm of h v gives

|h v|² ≥ Σ_k λ² s_k² = λ² (v · h v).

If h v = E v with v ≠ 0, this reads E² |v|² ≥ λ² E |v|². Positivity gives E ≥ 0, so for E ≠ 0 we may divide by E |v|² > 0 and obtain E ≥ λ².

## Sites, states and the tuned parameter in Lean

The type `Site N` is `ZMod N ⊕ ZMod N`: `Sum.inl j` is site A of cell j, `Sum.inr j` is site B, and arithmetic in `ZMod N` supplies the periodic boundary. A state is a function `Site N → ℝ` of any norm; v · h v is its mean energy when |v| = 1. The parameter λ is written `l`, and `orb`, `bond`, `localised` and `hopping` are e, b_j, a_j and h. The assumption `[NeZero N]` excludes only N = 0. The geometry is a genuine ring of triangles for N ≥ 3; the theorems also cover N = 1, where the two base corners of the triangle coincide, and N = 2, where the two triangles share both base sites.

For N ≥ 3 the matrix has hopping amplitude 1 between neighbouring A sites, amplitude λ between each B site and the two A sites of its triangle, and on-site energies 2 on A and λ² on B. Energies are thus in units of the A–A amplitude, which enters with a plus sign. The single parameter λ sets both the apex coupling and the apex energy, so the flat band belongs to a tuned family of models. The condition `l ≠ 0` says that the apex sites are coupled to the base chain. At λ = 0 they decouple, and for even N the kernel then has dimension N + 1.

The theorem `sawtooth_flat_band` makes four statements: `PosSemidef`, which includes symmetry; linear independence of the localised states; equality of their span with the kernel of the linear map v ↦ h v; and the value N for the dimension of that kernel. The theorem `gap_above_flat_band` takes a nonzero real eigenvector with a nonzero eigenvalue `E` and concludes `l ^ 2 ≤ E`. It doesn't say that the bound is attained.

The vectors a_j are not normalised. For N ≥ 2 the normalised state is a_j/√(λ² + 2), with probability λ²/(λ² + 2) on its A site and 1/(λ² + 2) on each of its two B sites. For N = 1 the two B terms add up, and the norm is √(λ² + 4). The basis is not orthogonal: for N ≥ 3, normalised neighbours overlap by 1/(λ² + 2).

The states could also have been given complex amplitudes, with λ still real. The energy would become a sum of |s_j|², and the same a_j would form a basis of the kernel over ℂ, again of dimension N. Bloch waves would then be states of the model directly, at the cost of complex conjugates in the inner products.

```lean
import Mathlib

open Matrix

namespace TasakiSawtoothRing

noncomputable section

/-- The sites of a ring of `N` cells: `Sum.inl j` is site A and `Sum.inr j` is site B
of cell `j`. -/
abbrev Site (N : ℕ) := ZMod N ⊕ ZMod N

/-- The one-particle state concentrated on the single site `x`. -/
def orb {N : ℕ} (x : Site N) : Site N → ℝ := Pi.single x 1

/-- The state `b_j = e(A,j) + l e(B,j) + e(A,j+1)` on the triangle of cell `j`. -/
def bond {N : ℕ} (l : ℝ) (j : ZMod N) : Site N → ℝ :=
  orb (Sum.inl j) + l • orb (Sum.inr j) + orb (Sum.inl (j + 1))

/-- The localised state `a_j = l e(A,j) - e(B,j) - e(B,j-1)`. -/
def localised {N : ℕ} (l : ℝ) (j : ZMod N) : Site N → ℝ :=
  l • orb (Sum.inl j) - orb (Sum.inr j) - orb (Sum.inr (j - 1))

/-- The one-particle hopping matrix, the sum of `b_j b_jᵀ` over all cells. -/
def hopping (N : ℕ) [NeZero N] (l : ℝ) : Matrix (Site N) (Site N) ℝ :=
  ∑ j : ZMod N, vecMulVec (bond l j) (bond l j)

variable {N : ℕ} [NeZero N]

/-- The overlap of `b_j` with a state involves only the three sites of one triangle. -/
theorem bond_dotProduct (l : ℝ) (j : ZMod N) (v : Site N → ℝ) :
    bond l j ⬝ᵥ v = v (Sum.inl j) + l * v (Sum.inr j) + v (Sum.inl (j + 1)) := by
  simp [bond, orb, add_dotProduct, smul_dotProduct]

/-- The hopping matrix sends a state to the sum of the `b_j` weighted by their overlaps
with that state. -/
theorem hopping_mulVec (l : ℝ) (v : Site N → ℝ) :
    hopping N l *ᵥ v = ∑ j : ZMod N, (bond l j ⬝ᵥ v) • bond l j := by
  ext x
  simp only [hopping, Matrix.mulVec, dotProduct, Matrix.sum_apply, vecMulVec_apply,
    Finset.sum_apply, Pi.smul_apply, smul_eq_mul, Finset.sum_mul]
  rw [Finset.sum_comm]
  refine Finset.sum_congr rfl fun j _ => Finset.sum_congr rfl fun y _ => ?_
  ring

/-- The hopping energy of a state is a sum of squares, one for each triangle. -/
theorem energy_eq_sum_sq (l : ℝ) (v : Site N → ℝ) :
    v ⬝ᵥ hopping N l *ᵥ v =
      ∑ j : ZMod N, (v (Sum.inl j) + l * v (Sum.inr j) + v (Sum.inl (j + 1))) ^ 2 := by
  rw [hopping_mulVec, dotProduct_sum]
  refine Finset.sum_congr rfl fun j _ => ?_
  rw [dotProduct_smul, dotProduct_comm v (bond l j), bond_dotProduct, smul_eq_mul]
  ring

/-- A state is annihilated by the hopping matrix exactly when its overlap with every
triangle state vanishes. -/
theorem zero_mode_iff (l : ℝ) (v : Site N → ℝ) :
    hopping N l *ᵥ v = 0 ↔
      ∀ j : ZMod N, v (Sum.inl j) + l * v (Sum.inr j) + v (Sum.inl (j + 1)) = 0 := by
  constructor
  · intro h j
    have hs := energy_eq_sum_sq l v
    rw [h, dotProduct_zero] at hs
    -- a vanishing sum of squares has vanishing terms
    have hj := (Finset.sum_eq_zero_iff_of_nonneg
      (fun i _ => by exact sq_nonneg _)).1 hs.symm j (Finset.mem_univ j)
    exact (pow_eq_zero_iff two_ne_zero).1 hj
  · intro h
    rw [hopping_mulVec]
    refine Finset.sum_eq_zero fun j _ => ?_
    rw [bond_dotProduct, h j, zero_smul]

/-- The amplitudes on the A and B sites of a superposition of localised states. -/
theorem superposition_apply (l : ℝ) (c : ZMod N → ℝ) (k : ZMod N) :
    (∑ j, c j • localised l j) (Sum.inl k) = l * c k ∧
      (∑ j, c j • localised l j) (Sum.inr k) = -c k - c (k + 1) := by
  have h2 : ∀ j : ZMod N, (k = j) ↔ (j = k) := fun j => eq_comm
  have h1 : ∀ j : ZMod N, (k = j - 1) ↔ (j = k + 1) := fun j =>
    ⟨fun h => by rw [h]; ring, fun h => by rw [h]; ring⟩
  have hA : ∀ j, c j * localised l j (Sum.inl k) = if j = k then l * c j else 0 := by
    intro j
    have h2j := h2 j
    simp only [localised, orb, Pi.sub_apply, Pi.smul_apply, Pi.single_apply, smul_eq_mul,
      Sum.inl.injEq, reduceCtorEq, if_false, h2j]
    split_ifs <;> ring
  have hB : ∀ j, c j * localised l j (Sum.inr k) =
      -(if j = k then c j else 0) - (if j = k + 1 then c j else 0) := by
    intro j
    have h1j := h1 j
    have h2j := h2 j
    simp only [localised, orb, Pi.sub_apply, Pi.smul_apply, Pi.single_apply, smul_eq_mul,
      Sum.inr.injEq, reduceCtorEq, if_false, h1j, h2j]
    split_ifs <;> ring
  constructor
  · simp only [Finset.sum_apply, Pi.smul_apply, smul_eq_mul, hA]
    simp
  · simp only [Finset.sum_apply, Pi.smul_apply, smul_eq_mul, hB]
    simp [Finset.sum_sub_distrib]

/-- For `l ≠ 0` the hopping matrix of the sawtooth ring is positive semidefinite, and the
`N` localised states form a basis of its kernel, which has dimension `N`. -/
theorem sawtooth_flat_band (l : ℝ) (hl : l ≠ 0) :
    (hopping N l).PosSemidef ∧
      LinearIndependent ℝ (localised (N := N) l) ∧
      Submodule.span ℝ (Set.range (localised (N := N) l)) =
        LinearMap.ker (hopping N l).mulVecLin ∧
      Module.finrank ℝ (LinearMap.ker (hopping N l).mulVecLin) = N := by
  have hpos : (hopping N l).PosSemidef := by
    refine Matrix.PosSemidef.of_dotProduct_mulVec_nonneg ?_ fun v => ?_
    · refine Matrix.IsHermitian.ext fun x y => ?_
      simp only [hopping, Matrix.sum_apply, vecMulVec_apply, star_trivial]
      exact Finset.sum_congr rfl fun j _ => mul_comm _ _
    · rw [star_trivial, energy_eq_sum_sq]
      exact Finset.sum_nonneg fun j _ => sq_nonneg _
  -- each localised state is the only one with weight on its own A site
  have hli : LinearIndependent ℝ (localised (N := N) l) := by
    refine Fintype.linearIndependent_iff.2 fun c hc k => ?_
    have hk := (superposition_apply l c k).1
    rw [hc, Pi.zero_apply] at hk
    exact (mul_eq_zero.1 hk.symm).resolve_left hl
  have hspan : Submodule.span ℝ (Set.range (localised (N := N) l)) =
      LinearMap.ker (hopping N l).mulVecLin := by
    ext v
    rw [Submodule.mem_span_range_iff_exists_fun, LinearMap.mem_ker, Matrix.mulVecLin_apply,
      zero_mode_iff]
    constructor
    · rintro ⟨c, rfl⟩ k
      rw [(superposition_apply l c k).1, (superposition_apply l c k).2,
        (superposition_apply l c (k + 1)).1]
      ring
    · intro hv
      -- the amplitudes on the A sites fix the expansion coefficients
      refine ⟨fun j => v (Sum.inl j) / l, ?_⟩
      ext x
      rcases x with k | k
      · rw [(superposition_apply l _ k).1]
        exact mul_div_cancel₀ _ hl
      · rw [(superposition_apply l _ k).2]
        have hk : v (Sum.inr k) = -(v (Sum.inl k) + v (Sum.inl (k + 1))) / l := by
          rw [eq_div_iff hl]
          linear_combination hv k
        rw [hk]
        ring
  refine ⟨hpos, hli, hspan, ?_⟩
  rw [← hspan, finrank_span_eq_card hli, ZMod.card]

/-- Every nonzero eigenvalue of the hopping matrix is at least `l ^ 2`. -/
theorem gap_above_flat_band (l E : ℝ) (v : Site N → ℝ) (hv : v ≠ 0) (hE : E ≠ 0)
    (h : hopping N l *ᵥ v = E • v) : l ^ 2 ≤ E := by
  have hB : ∀ k : ZMod N, (hopping N l *ᵥ v) (Sum.inr k) =
      (v (Sum.inl k) + l * v (Sum.inr k) + v (Sum.inl (k + 1))) * l := by
    intro k
    simp only [hopping_mulVec, bond_dotProduct, Finset.sum_apply, Pi.smul_apply, smul_eq_mul]
    simp [bond, orb, Pi.single_apply]
  -- the B sites alone already carry the norm needed for the bound
  have key : l ^ 2 * (v ⬝ᵥ hopping N l *ᵥ v) ≤
      (hopping N l *ᵥ v) ⬝ᵥ (hopping N l *ᵥ v) := by
    have hsum : l ^ 2 * (v ⬝ᵥ hopping N l *ᵥ v) =
        ∑ k : ZMod N, (hopping N l *ᵥ v) (Sum.inr k) * (hopping N l *ᵥ v) (Sum.inr k) := by
      rw [energy_eq_sum_sq, Finset.mul_sum]
      refine Finset.sum_congr rfl fun k _ => ?_
      rw [hB k]
      ring
    rw [hsum, dotProduct, Fintype.sum_sum_type]
    exact le_add_of_nonneg_left (Finset.sum_nonneg fun k _ => mul_self_nonneg _)
  have hen : 0 ≤ v ⬝ᵥ hopping N l *ᵥ v := by
    rw [energy_eq_sum_sq]
    exact Finset.sum_nonneg fun j _ => sq_nonneg _
  have hn0 : 0 ≤ v ⬝ᵥ v := Finset.sum_nonneg fun x _ => mul_self_nonneg (v x)
  have hn : 0 < v ⬝ᵥ v :=
    lt_of_le_of_ne hn0 fun h0 => hv (dotProduct_self_eq_zero.1 h0.symm)
  simp only [h, dotProduct_smul, smul_dotProduct, smul_eq_mul] at key hen
  have hE0 : 0 ≤ E := le_of_mul_le_mul_right (by linarith : 0 * (v ⬝ᵥ v) ≤ E * (v ⬝ᵥ v)) hn
  have hEpos : 0 < E := lt_of_le_of_ne hE0 (Ne.symm hE)
  exact le_of_mul_le_mul_right key (mul_pos hEpos hn)

end

end TasakiSawtoothRing
```

```lean
#print axioms TasakiSawtoothRing.sawtooth_flat_band
#print axioms TasakiSawtoothRing.gap_above_flat_band
```

```
'TasakiSawtoothRing.sawtooth_flat_band' depends on axioms: [propext, Classical.choice, Quot.sound]
'TasakiSawtoothRing.gap_above_flat_band' depends on axioms: [propext, Classical.choice, Quot.sound]
```

## From triangle overlaps to the kernel and the gap

The lemma `bond_dotProduct` computes s_j, and `hopping_mulVec` proves h v = Σ_j s_j b_j by exchanging the sum over sites with the sum over cells. Together they give `energy_eq_sum_sq`. In `zero_mode_iff`, the forward direction uses `Finset.sum_eq_zero_iff_of_nonneg`: a sum of nonnegative terms vanishes only if each term does. The reverse direction substitutes s_j = 0 into the expansion of h v.

The two amplitude formulas for w are proved in `superposition_apply`. Its auxiliary statement `h1` rewrites k = j − 1 as j = k + 1, which identifies the second localised state that reaches (B,k).

In the main theorem, `hpos` combines symmetry with the sum of squares, and `hli` reads the coefficients off the A sites. The statement `hspan` proves both inclusions. For a superposition, `ring` carries out the cancellation shown above. For a given zero mode, the proof supplies the coefficients `v (Sum.inl j) / l` and compares amplitudes on A and B separately, with `linear_combination hv k` solving the zero-mode equation for the B amplitude. The dimension then follows by counting the independent spanning vectors.

In the gap theorem, `hB` is the identity (h v)(B,k) = λ s_k, and `key` is the norm inequality obtained by discarding the nonnegative A contribution. The facts `hen` and `hn` supply v · h v ≥ 0 and |v|² > 0. After the eigenvalue equation is inserted, the last line cancels the positive factor E |v|².

## Where interactions would enter

This is the non-interacting, one-particle part of Tasaki's flat-band model: it supplies the degenerate levels from which his ferromagnetic Hubbard ground states are built, on a finite ring with tuned amplitudes. Electron spin, the repulsion U and ferromagnetism itself do not appear in these theorems, and would need a many-electron argument.
